# Symmetrizer and antisymmetrizer: vanishing products, and $S + A = 1$ only for two particles

A two-particle function splits without remainder into a symmetric and an antisymmetric part, as a square matrix does. Carried over to three particles, that habit loses part of the state. Take three spins in the configuration up, up, down. The antisymmetrizer $A$ sends this state to zero and the symmetrizer $S$, the average over all permutations of the particles, returns amplitude $1/3$ where the state had amplitude $1$, so adding the two parts does not give the state back. What holds for every particle number $N \ge 2$ is weaker: $SA = 0$ and $AS = 0$. As soon as one particle has at least two possible coordinate values, $S + A = 1$ is true for $N = 2$ and false for every larger $N$. This bears on spin coupling in electronic structure, where a three-electron spin function of total spin $1/2$ is neither totally symmetric nor totally antisymmetric, with the restriction that the model is purely algebraic, with no Hamiltonian and no inner product.

## Wave functions and operators

```lean
import Mathlib

open Equiv

namespace SymmetrizerAntisymmetrizer

noncomputable section
```

Mathlib is Lean's mathematical library. The line `open Equiv` allows the short names `Perm` for permutations and `swap` for transpositions.

```lean
/-- Complex wave functions of `N` particles, each with a coordinate in `X`. -/
abbrev Wave (N : ℕ) (X : Type*) := (Fin N → X) → ℂ
```

`Fin N` is the set of particle labels $0, 1, \dots, N-1$, counted from zero, and `X` is the set of values that one particle's coordinate can take: positions, spin projections, orbital indices, or combinations of these. A configuration is a map $x$ from labels to $X$, that is a list $(x_0, \dots, x_{N-1})$, and a wave function $\psi$ assigns a complex number to each configuration. The set $X$ is arbitrary and may be infinite. Every function is admitted, with no condition of square integrability, continuity or normalisation.

```lean
variable {N : ℕ} (X : Type*)

/-- The operator permuting particle coordinates: `(P_σ ψ)(x) = ψ(x ∘ σ)`. -/
def perm (σ : Perm (Fin N)) : Module.End ℂ (Wave N X) where
  toFun ψ := fun x => ψ (x ∘ σ)
  map_add' _ _ := rfl
  map_smul' _ _ := rfl
```

`Perm (Fin N)` is the group of the $N!$ permutations $\sigma$ of the labels, and `Module.End ℂ (Wave N X)` is the algebra of complex-linear operators on wave functions, in which `*` is the operator product and `1` the identity. The definition reads
$$(P_\sigma \psi)(x_0, \dots, x_{N-1}) = \psi(x_{\sigma(0)}, \dots, x_{\sigma(N-1)}).$$
The last two lines are the linearity of $P_\sigma$, and `rfl` says that both sides agree once the definitions are written out.

```lean
/-- The parity `±1` of a permutation, as a complex number. -/
def sgn (σ : Perm (Fin N)) : ℂ := ((Perm.sign σ : ℤ) : ℂ)
```

Mathlib's `Perm.sign` is $+1$ for even and $-1$ for odd permutations, and `sgn` carries that value into $\mathbb{C}$ so that it can multiply operators.

```lean
/-- The symmetrizer `S = (1/N!) ∑_σ P_σ`. -/
def sym (N : ℕ) (X : Type*) : Module.End ℂ (Wave N X) :=
  (N.factorial : ℂ)⁻¹ • ∑ σ : Perm (Fin N), perm X σ
```

The dot `•` multiplies an operator by a number, so this is $S = \frac{1}{N!} \sum_\sigma P_\sigma$.

```lean
/-- The antisymmetrizer `A = (1/N!) ∑_σ sgn(σ) P_σ`. -/
def antisym (N : ℕ) (X : Type*) : Module.End ℂ (Wave N X) :=
  (N.factorial : ℂ)⁻¹ • ∑ σ : Perm (Fin N), sgn σ • perm X σ
```

This is $A = \frac{1}{N!} \sum_\sigma \operatorname{sgn}(\sigma) P_\sigma$. The prefactor is $1/N!$, the group average, and not the $1/\sqrt{N!}$ that normalises a Slater determinant of orthonormal orbitals. The vanishing of the products does not depend on this choice, but $S + A = 1$ for two particles does.

## Multiplication and absorption

```lean
/-- Permutation operators multiply like the permutations: `P_σ P_τ = P_{στ}`. -/
theorem perm_mul (σ τ : Perm (Fin N)) : perm X σ * perm X τ = perm X (σ * τ) :=
  LinearMap.ext fun _ => funext fun _ => rfl
```

Apply $P_\tau$ first and $P_\sigma$ second. With $\phi = P_\tau \psi$,
$$(P_\sigma P_\tau \psi)(x) = \phi(x \circ \sigma) = \psi\big((x \circ \sigma) \circ \tau\big) = \psi\big(x \circ (\sigma\tau)\big) = (P_{\sigma\tau}\psi)(x),$$
where $\sigma\tau$ means $\tau$ first and then $\sigma$, which is Lean's convention for `σ * τ`. The proof says the same: `LinearMap.ext` compares operators on each $\psi$, `funext` compares functions at each $x$, and `rfl` is associativity of composition.

```lean
/-- The symmetrizer absorbs any permutation operator: `P_τ S = S` and `S P_τ = S`. -/
theorem perm_sym (τ : Perm (Fin N)) :
    perm X τ * sym N X = sym N X ∧ sym N X * perm X τ = sym N X := by
  unfold sym
  constructor
  · rw [mul_smul_comm, Finset.mul_sum]
    congr 1
    exact Fintype.sum_equiv (Equiv.mulLeft τ) _ _ (fun σ => by simp [perm_mul])
  · rw [smul_mul_assoc, Finset.sum_mul]
    congr 1
    exact Fintype.sum_equiv (Equiv.mulRight τ) _ _ (fun σ => by simp [perm_mul])
```

The symbol `∧` is "and", so the statement is $P_\tau S = S$ and $S P_\tau = S$ for every $\tau$ and every $N$. By hand,
$$P_\tau S = \frac{1}{N!} \sum_\sigma P_\tau P_\sigma = \frac{1}{N!} \sum_\sigma P_{\tau\sigma} = \frac{1}{N!} \sum_\rho P_\rho = S,$$
because $\rho = \tau\sigma$ runs once over the group when $\sigma$ does. In the proof, `mul_smul_comm` and `Finset.mul_sum` move $P_\tau$ past the prefactor and into the sum, `congr 1` sets the common $1/N!$ aside, and `Fintype.sum_equiv` with the bijection `Equiv.mulLeft τ` is the change of summation variable. The second half uses $\rho = \sigma\tau$, which is `Equiv.mulRight τ`.

```lean
/-- The antisymmetrizer absorbs a permutation operator up to its parity:
`P_τ A = sgn(τ) A` and `A P_τ = sgn(τ) A`. -/
theorem perm_antisym (τ : Perm (Fin N)) :
    perm X τ * antisym N X = sgn τ • antisym N X ∧
      antisym N X * perm X τ = sgn τ • antisym N X := by
  have hl : ∀ σ, sgn τ * sgn (τ * σ) = sgn σ := fun σ => by
    rcases Int.units_eq_one_or (Perm.sign τ) with h | h <;> simp [sgn, h]
  have hr : ∀ σ, sgn τ * sgn (σ * τ) = sgn σ := fun σ => by
    rcases Int.units_eq_one_or (Perm.sign τ) with h | h <;> simp [sgn, h]
  unfold antisym
  constructor
  · rw [mul_smul_comm, smul_comm (sgn τ) ((N.factorial : ℂ)⁻¹)]
    congr 1
    rw [Finset.mul_sum, Finset.smul_sum]
    -- reindex the group sum by σ ↦ τσ
    refine Fintype.sum_equiv (Equiv.mulLeft τ) _ _ (fun σ => ?_)
    simp only [Equiv.coe_mulLeft]
    rw [mul_smul_comm, perm_mul, smul_smul, hl]
  · rw [smul_mul_assoc, smul_comm (sgn τ) ((N.factorial : ℂ)⁻¹)]
    congr 1
    rw [Finset.sum_mul, Finset.smul_sum]
    refine Fintype.sum_equiv (Equiv.mulRight τ) _ _ (fun σ => ?_)
    simp only [Equiv.coe_mulRight]
    rw [smul_mul_assoc, perm_mul, smul_smul, hr]
```

This is $P_\tau A = A P_\tau = \operatorname{sgn}(\tau) A$. Signs multiply and $\operatorname{sgn}(\tau)^2 = 1$, so $\operatorname{sgn}(\tau)\operatorname{sgn}(\tau\sigma) = \operatorname{sgn}(\sigma)$. Then
$$P_\tau A = \frac{1}{N!} \sum_\sigma \operatorname{sgn}(\sigma) P_{\tau\sigma} = \frac{\operatorname{sgn}(\tau)}{N!} \sum_\sigma \operatorname{sgn}(\tau\sigma) P_{\tau\sigma} = \operatorname{sgn}(\tau) A,$$
and likewise with $\sigma\tau$ for the product from the right. The sign identities are `hl` and `hr`, each proved by splitting into the two cases $\operatorname{sgn}(\tau) = \pm 1$. The reindexing is the same as for $S$.

## Both products vanish

```lean
/-- For at least two particles both products vanish: `S A = 0` and `A S = 0`. -/
theorem sym_antisym_products_zero (hN : 2 ≤ N) :
    sym N X * antisym N X = 0 ∧ antisym N X * sym N X = 0 := by
  obtain ⟨a, b, hab⟩ : ∃ a b : Fin N, a ≠ b :=
    ⟨⟨0, by omega⟩, ⟨1, by omega⟩, by simp [Fin.ext_iff]⟩
  have hs : sgn (swap a b) = -1 := by simp [sgn, Perm.sign_swap hab]
  have hS := perm_sym X (swap a b)
  have hA := perm_antisym X (swap a b)
  have key : ∀ M : Module.End ℂ (Wave N X), M = -M → M = 0 := fun M h => by
    linear_combination (norm := module) (1 / 2 : ℂ) • h
  -- insert a transposition: S absorbs it with sign +1, A with sign -1
  constructor
  · apply key
    calc sym N X * antisym N X = sym N X * perm X (swap a b) * antisym N X := by rw [hS.2]
      _ = sym N X * (perm X (swap a b) * antisym N X) := mul_assoc _ _ _
      _ = -(sym N X * antisym N X) := by
        rw [hA.1, hs, mul_smul_comm]
        module
  · apply key
    calc antisym N X * sym N X = antisym N X * (perm X (swap a b) * sym N X) := by rw [hS.1]
      _ = antisym N X * perm X (swap a b) * sym N X := (mul_assoc _ _ _).symm
      _ = -(antisym N X * sym N X) := by
        rw [hA.2, hs, smul_mul_assoc]
        module
```

The hypothesis `hN : 2 ≤ N` supplies two distinct labels $a$ and $b$, for which the proof takes $0$ and $1$, and with them a transposition $t = (a\,b)$ of sign $-1$, recorded as `hs`. The symmetrizer absorbs $P_t$ with sign $+1$ and the antisymmetrizer with sign $-1$:
$$SA = (S P_t) A = S (P_t A) = -SA, \qquad AS = A (P_t S) = (A P_t) S = -AS.$$
An operator $M$ with $M = -M$ has $2M = 0$, and division by $2$ gives $M = 0$. That last step is `key`, where `linear_combination` multiplies the equation by $1/2$. The two `calc` blocks are the two chains above, one equality per line. Nothing is assumed about $X$. With a single particle there is no transposition, both operators are the identity and so is their product, which is the reason for the bound $N \ge 2$.

The theorem is an algebraic identity between operators. The further properties that make $S$ and $A$ orthogonal projectors, namely $S^2 = S$, $A^2 = A$ and self-adjointness, are not among the statements in this file.

## Two particles

```lean
/-- For two particles the symmetrizer and the antisymmetrizer sum to the identity. -/
theorem sym_add_antisym_two : sym 2 X + antisym 2 X = 1 := by
  have hall : ∀ σ : Perm (Fin 2), σ = 1 ∨ σ = swap 0 1 := by decide
  have hu : (Finset.univ : Finset (Perm (Fin 2))) = {1, swap 0 1} := by
    ext σ
    simpa using hall σ
  have hne : (1 : Perm (Fin 2)) ≠ swap 0 1 := by decide
  have h1 : (1 : Module.End ℂ (Wave 2 X)) = perm X 1 := LinearMap.ext fun _ => rfl
  have s1 : sgn (1 : Perm (Fin 2)) = 1 := by simp [sgn]
  have s2 : sgn (swap (0 : Fin 2) 1) = -1 := by simp [sgn]
  have hf : ((Nat.factorial 2 : ℕ) : ℂ) = 2 := by norm_num [Nat.factorial]
  unfold sym antisym
  rw [h1, hu, Finset.sum_pair hne, Finset.sum_pair hne, s1, s2, hf]
  module
```

For $N = 2$ the group has two elements, the identity and the exchange $(0\,1)$, and $P_1 = 1$ for the identity permutation. Therefore
$$S + A = \tfrac12\big(1 + P_{(0\,1)}\big) + \tfrac12\big(1 - P_{(0\,1)}\big) = 1$$
for any $X$. The tactic `decide` checks a finite statement by enumeration, and here gives `hall`, the list of the two permutations, and `hne`, that they differ. `Finset.sum_pair` writes each sum as two terms, `s1` and `s2` supply the signs, `hf` is $2! = 2$, and `module` carries out the cancellation.

## Three particles on two points

```lean
/-- The three-particle configuration `(0, 0, 1)` over a two-point coordinate set. -/
def config : Fin 3 → Fin 2 := ![0, 0, 1]
```

`Fin 2` is the two-point set $\{0, 1\}$, which can be read as spin up and spin down. The configuration is $c = (0, 0, 1)$: particles $0$ and $1$ sit at the point $0$, and particle $2$ at the point $1$.

```lean
/-- The wave function equal to one at the configuration `(0, 0, 1)` and zero elsewhere. -/
def indicator001 : Wave 3 (Fin 2) := fun x => if x = config then 1 else 0
```

This is the basis function $\delta$ with $\delta(c) = 1$ and $\delta(x) = 0$ at the other seven configurations.

```lean
set_option maxRecDepth 8000 in
/-- The antisymmetrizer annihilates the indicator of `(0, 0, 1)`, and its symmetrization takes
the value `1/3` at `(0, 0, 1)`. -/
theorem indicator001_values :
    antisym 3 (Fin 2) indicator001 = 0 ∧ sym 3 (Fin 2) indicator001 config = 1 / 3 := by
  constructor
  · -- exchanging the first two particles leaves the indicator unchanged
    have hx : ∀ x : Fin 3 → Fin 2, x ∘ swap (0 : Fin 3) 1 = config ↔ x = config := by decide
    have hP : perm (Fin 2) (swap (0 : Fin 3) 1) indicator001 = indicator001 :=
      funext fun x => if_congr (hx x) rfl rfl
    have hs : sgn (swap (0 : Fin 3) 1) = -1 := by simp [sgn]
    have h : antisym 3 (Fin 2) indicator001 = -antisym 3 (Fin 2) indicator001 :=
      calc antisym 3 (Fin 2) indicator001
          = antisym 3 (Fin 2) (perm (Fin 2) (swap (0 : Fin 3) 1) indicator001) := by rw [hP]
        _ = (antisym 3 (Fin 2) * perm (Fin 2) (swap (0 : Fin 3) 1)) indicator001 := rfl
        _ = -antisym 3 (Fin 2) indicator001 := by
          rw [(perm_antisym (Fin 2) _).2, hs, LinearMap.smul_apply]
          module
    linear_combination (norm := module) (1 / 2 : ℂ) • h
  · -- two of the six permutations fix the configuration
    have hc : (Finset.univ.filter fun σ : Perm (Fin 3) => config ∘ σ = config).card = 2 := by
      decide
    have hS : sym 3 (Fin 2) indicator001 config = ((Nat.factorial 3 : ℕ) : ℂ)⁻¹ *
        ∑ σ : Perm (Fin 3), if config ∘ σ = config then (1 : ℂ) else 0 := by
      simp only [sym, LinearMap.smul_apply, LinearMap.sum_apply, Pi.smul_apply,
        Finset.sum_apply, smul_eq_mul]
      rfl
    rw [hS, Finset.sum_boole, hc]
    norm_num [Nat.factorial]
```

The statement is $A\delta = 0$ as a function, and $(S\delta)(c) = 1/3$ at the one configuration $c$. For the first part let $t = (0\,1)$. Exchanging the first two entries of $x$ gives $c$ exactly when $x = c$, since those two entries of $c$ are equal. This is `hx`, checked over all eight configurations, and it gives $P_t \delta = \delta$, which is `hP`. Then
$$A\delta = A P_t \delta = -A\delta,$$
so $A\delta = 0$. This is the familiar argument that an antisymmetric function vanishes when two particles share a state, here for one basis function. For the second part,
$$(S\delta)(c) = \frac{1}{3!} \sum_\sigma \delta(c \circ \sigma) = \frac{\#\{\sigma : c \circ \sigma = c\}}{6}.$$
A permutation fixes $c$ when $\sigma(2) = 2$, which leaves the identity and $(0\,1)$, so the value is $2/6 = 1/3$. In the proof `hS` is the first equality, `Finset.sum_boole` turns the sum of zeros and ones into a count, and `hc` finds the count $2$ by running through the six permutations.

On paper the same count gives $1/3$ at $(0,1,0)$ and $(1,0,0)$ and zero elsewhere. With the sum over configurations as inner product, $S\delta$ then has squared norm $1/3$, and the normalised symmetric state $\sqrt{3}\, S\delta$ has amplitude $1/\sqrt{3}$ on each of the three configurations; in spin language the remaining weight $2/3$ would belong to the doublet states of mixed symmetry.

```lean
/-- For three particles on two points, `S + A` does not reproduce the indicator of
`(0, 0, 1)`. -/
theorem sym_add_antisym_indicator001 :
    (sym 3 (Fin 2) + antisym 3 (Fin 2)) indicator001 ≠ indicator001 := by
  intro h
  have e := congrFun h config
  rw [LinearMap.add_apply, indicator001_values.1, add_zero, indicator001_values.2] at e
  norm_num [indicator001] at e
```

The statement is $(S + A)\delta \neq \delta$. Suppose equality, which is `h`, and evaluate both sides at $c$ with `congrFun`. The left side is $1/3 + 0$ and the right side is $1$, and `norm_num` closes the contradiction.

## Three or more particles

```lean
/-- For three or more particles and at least two coordinate values, `S + A` is not the
identity. -/
theorem sym_add_antisym_ne_one [Nontrivial X] (hN : 3 ≤ N) : sym N X + antisym N X ≠ 1 := by
  classical
  intro h
  obtain ⟨a, b, c, hab, hac, hbc⟩ : ∃ a b c : Fin N, a ≠ b ∧ a ≠ c ∧ b ≠ c :=
    ⟨⟨0, by omega⟩, ⟨1, by omega⟩, ⟨2, by omega⟩, by simp [Fin.ext_iff],
      by simp [Fin.ext_iff], by simp [Fin.ext_iff]⟩
  -- an even permutation that moves the label a
  obtain ⟨τ, hs, hτ⟩ : ∃ τ : Perm (Fin N), sgn τ = 1 ∧ τ a = b :=
    ⟨swap a b * swap b c, by simp [sgn, Perm.sign_swap hab, Perm.sign_swap hbc],
      by rw [Perm.mul_apply, swap_apply_of_ne_of_ne hab hac, swap_apply_left]⟩
  -- S + A absorbs it, so S + A = 1 would force P_τ = 1
  have hP : perm X τ = 1 :=
    calc perm X τ = perm X τ * (sym N X + antisym N X) := by rw [h, mul_one]
      _ = 1 := by rw [mul_add, (perm_sym X τ).1, (perm_antisym X τ).1, hs, one_smul, h]
  obtain ⟨p, q, hpq⟩ := exists_pair_ne X
  have e : ∀ x : Fin N → X,
      (if x (τ a) = p then (1 : ℂ) else 0) = if x a = p then 1 else 0 := fun x =>
    congrFun (LinearMap.congr_fun hP (fun y => if y a = p then (1 : ℂ) else 0)) x
  have e' := e (fun i => if i = a then p else q)
  rw [hτ] at e'
  simp [hab.symm, hpq.symm] at e'
```

`[Nontrivial X]` is the hypothesis that $X$ has two different points $p \neq q$. With $N \ge 3$ there are three distinct labels $a, b, c$ (here $c$ is a label, as in the code), for which the proof takes $0, 1, 2$. Put $\tau = (a\,b)(b\,c)$. It is even, being a product of two transpositions, and $\tau(a) = b$, since $(b\,c)$ leaves $a$ alone and $(a\,b)$ sends it to $b$. Both operators absorb an even permutation with sign $+1$, so if $S + A = 1$ then
$$P_\tau = P_\tau (S + A) = S + \operatorname{sgn}(\tau) A = S + A = 1,$$
which is `hP`. To refute $P_\tau = 1$, take the function $\psi$ with $\psi(y) = 1$ if $y_a = p$ and $\psi(y) = 0$ otherwise. Then $(P_\tau \psi)(x)$ tests whether $x_{\tau(a)} = x_b$ equals $p$, and `e` is the equation $P_\tau\psi = \psi$ at a general $x$. At the configuration with $x_a = p$ and all other entries equal to $q$, the left side is $0$ and the right side is $1$. This instance is `e'`, and the final `simp` exposes the contradiction.

```lean
/-- For `N ≥ 2` particles and at least two coordinate values, `S A = 0` and `A S = 0`, and
`S + A` is the identity exactly when `N = 2`. -/
theorem sym_antisym_complementary_iff [Nontrivial X] (hN : 2 ≤ N) :
    sym N X * antisym N X = 0 ∧ antisym N X * sym N X = 0 ∧
      (sym N X + antisym N X = 1 ↔ N = 2) := by
  refine ⟨(sym_antisym_products_zero X hN).1, (sym_antisym_products_zero X hN).2, ?_, ?_⟩
  · intro h
    by_contra hne
    exact sym_add_antisym_ne_one X (by omega) h
  · rintro rfl
    exact sym_add_antisym_two X

end

end SymmetrizerAntisymmetrizer
```

```lean
#print axioms SymmetrizerAntisymmetrizer.sym_add_antisym_two
#print axioms SymmetrizerAntisymmetrizer.sym_add_antisym_indicator001
#print axioms SymmetrizerAntisymmetrizer.sym_antisym_complementary_iff
```

```
'SymmetrizerAntisymmetrizer.sym_add_antisym_two' depends on axioms: [propext, Classical.choice, Quot.sound]
'SymmetrizerAntisymmetrizer.sym_add_antisym_indicator001' depends on axioms: [propext, Classical.choice, Quot.sound]
'SymmetrizerAntisymmetrizer.sym_antisym_complementary_iff' depends on axioms: [propext, Classical.choice, Quot.sound]
```

For $N \ge 2$ and at least two points in $X$, the products $SA$ and $AS$ vanish, and $S + A = 1$ holds if and only if $N = 2$, the arrow `↔` being that equivalence. The forward direction assumes $N \neq 2$, obtains $N \ge 3$ from the integer arithmetic tactic `omega`, and applies `sym_add_antisym_ne_one`. The backward direction substitutes $N = 2$ and applies `sym_add_antisym_two`. The theorem says that $1 - S - A$ is nonzero for $N \ge 3$ and does not describe its range or decompose it into symmetry types.

## An easy mistake

The formal statement goes wrong if `[Nontrivial X]` is left out of the equivalence. When $X$ has a single point there is one configuration and every $P_\sigma$ is the identity, so $S = 1$. For $N \ge 2$ even and odd permutations are equally many, so $A = 0$, and $S + A = 1$ holds for every such $N$. The related slip in a derivation is to read $A\psi = 0$ as "$\psi$ is symmetric". For two particles $A\psi = 0$ does give $S\psi = \psi$, but $\delta$ has $A\delta = 0$ and $S\delta \neq \delta$.

## In a program

For a finite $X$ with $d$ points, $\psi$ is an array with $N$ indices of range $d$, and $P_\sigma$ permutes its axes. For two indices $S$ and $A$ give $(T + T^{\mathsf T})/2$ and $(T - T^{\mathsf T})/2$ of the matrix $T$ of amplitudes, with $T^{\mathsf T}$ its transpose, and these add back to $T$. For three indices each operator is a loop over six axis orders divided by $6$. A routine that permutes axes may implement $P_\sigma$ or $P_{\sigma^{-1}}$, which leaves $S$ and $A$ unchanged because inversion is a bijection of the group that preserves the sign. The $2 \times 2 \times 2$ array with a single entry $1$ at index $(0,0,1)$ serves as a check of such code: antisymmetrizing must return zeros, and symmetrizing must return $1/3$ at that index.
